# Along a smooth dispersion, a fermion level's grand potential changes at the rate occupation times slope

A single non-interacting fermion level has energy `E k`, a continuously differentiable function of one real parameter `k`. The temperature `T`, in energy units, is positive, and both it and the chemical potential `m` are held fixed. The lemma `hasDerivAt_along` says that the level's grand potential, $-T\log(1+e^{-(E(k)-m)/T})$, has derivative $f(E(k)-m)\,E'(k)$ with respect to $k$, where $f(x)=1/(e^{x/T}+1)$ is the Fermi occupation. The attempt applies the chain rule to the theorem before it, which gives the derivative of the grand potential with respect to the level energy.

Lean 4 with Mathlib refuses this proof:

```lean
import Mathlib

open MeasureTheory Filter Topology

namespace HasDerivAtAlong

noncomputable section

/-- Fermi function at energy `x` above the chemical potential, for temperature `T > 0`
in energy units. -/
def fermi (T x : ℝ) : ℝ := 1 / (Real.exp (x / T) + 1)

/-- Grand potential of a single level at energy `x` above the chemical potential,
for temperature `T > 0` in energy units. -/
def grandPotential (T x : ℝ) : ℝ := -T * Real.log (1 + Real.exp (-x / T))

/-- At positive temperature, the derivative of the one-level grand potential with respect to
the level energy is the Fermi occupation. -/
theorem hasDerivAt_grandPotential {T : ℝ} (hT : 0 < T) (x : ℝ) :
    HasDerivAt (grandPotential T) (fermi T x) x := by
  have h1 : HasDerivAt (fun y : ℝ => 1 + Real.exp (-y / T))
      (Real.exp (-x / T) * (-1 / T)) x :=
    (((hasDerivAt_id' x).fun_neg.div_const T).exp).const_add 1
  have hp : 1 + Real.exp (-x / T) ≠ 0 := by positivity
  have hq : Real.exp (x / T) + 1 ≠ 0 := by positivity
  have he : Real.exp (x / T) * Real.exp (-x / T) = 1 := by
    rw [← Real.exp_add, neg_div, add_neg_cancel, Real.exp_zero]
  have hu : ∀ u : ℝ, -T * (u * (-1 / T) / (1 + u)) = u / (1 + u) := fun u => by
    linear_combination (u / (1 + u)) * mul_inv_cancel₀ hT.ne'
  refine ((h1.log hp).const_mul (-T)).congr_deriv ?_
  rw [hu, fermi, div_eq_div_iff hp hq]
  linear_combination he

lemma hasDerivAt_along {T : ℝ} (hT : 0 < T) {E : ℝ → ℝ} (hE : ContDiff ℝ 1 E) (m k : ℝ) :
    HasDerivAt (fun k => grandPotential T (E k - m)) (fermi T (E k - m) * deriv E k) k :=
  (hasDerivAt_grandPotential hT (E k - m)).comp k
    (((contDiff_one_iff_deriv.mp hE).1 k).hasDerivAt.sub_const m)

end

end HasDerivAtAlong
```

Lean reports:

```
Main.lean:37:4: error: Application type mismatch: The argument
  HasDerivAt.sub_const m (DifferentiableAt.hasDerivAt ((contDiff_one_iff_deriv.mp hE).left k))
has type
  HasDerivAt (fun x => E x - m) (deriv E k) k
but is expected to have type
  HasDerivAt (fun k => Real.log (1 + Real.exp (-(E k - m) / T))) (deriv E k) k
in the application
  HasDerivAt.comp k ?m.54 (HasDerivAt.sub_const m (DifferentiableAt.hasDerivAt ((contDiff_one_iff_deriv.mp hE).left k)))
Main.lean:36:2: error: Application type mismatch: The argument
  hasDerivAt_grandPotential hT (E k - m)
has type
  HasDerivAt (grandPotential T) (fermi T (E k - m)) (E k - m)
but is expected to have type
  HasDerivAt (HMul.hMul (-T)) (fermi T (E k - m)) (Real.log (1 + Real.exp (-(E k - m) / T)))
in the application
  HasDerivAt.comp k (hasDerivAt_grandPotential hT (E k - m))
```

Both messages come from one wrong splitting of the function into an outer and an inner part. The conclusion of `HasDerivAt.comp` is about a composition, and Lean matched it with the goal before using the two derivatives supplied. In doing so it unfolded `grandPotential` and split the formula at its outermost multiplication. The outer function became `HMul.hMul (-T)`, multiplication by `-T`, and the inner one the logarithm. The first message rejects the derivative of `E x - m` because the derivative of that logarithm is now expected. The second rejects the derivative of `grandPotential T` because that of the multiplication is expected.

In the repair, `hs` states the inner derivative with its function written out, and `hc` applies the chain rule with no goal to match, so the two functions are read off from the derivatives supplied. `exact hc` then has only to check that the finished composition agrees with the goal, which it does by definition. The added docstring is mere tidying.

After these edits no error is left:

```diff
@@ -32,8 +32,12 @@
   linear_combination he
 
+/-- For a continuously differentiable dispersion and positive temperature, the grand potential of
+the level at `k` changes with `k` at the rate occupation times slope of the dispersion. -/
 lemma hasDerivAt_along {T : ℝ} (hT : 0 < T) {E : ℝ → ℝ} (hE : ContDiff ℝ 1 E) (m k : ℝ) :
-    HasDerivAt (fun k => grandPotential T (E k - m)) (fermi T (E k - m) * deriv E k) k :=
-  (hasDerivAt_grandPotential hT (E k - m)).comp k
-    (((contDiff_one_iff_deriv.mp hE).1 k).hasDerivAt.sub_const m)
+    HasDerivAt (fun k => grandPotential T (E k - m)) (fermi T (E k - m) * deriv E k) k := by
+  have hs : HasDerivAt (fun k => E k - m) (deriv E k) k :=
+    ((contDiff_one_iff_deriv.mp hE).1 k).hasDerivAt.sub_const m
+  have hc := HasDerivAt.comp k (hasDerivAt_grandPotential hT (E k - m)) hs
+  exact hc
 
 end
```
